# For radial densities equal outside the core, equal core charge reduces the F₀ error to its core part

## Does only the amount of core charge matter?

Put a charge $q$ on a thin spherical shell of radius $r$ inside an atomic core, and a charge $Q$ on a shell of radius $s>r$ outside it. The radial factor in the order-$k$ multipole term of their Coulomb interaction is $qQ\,r^k/s^{k+1}$. For $k=0$ the inner radius drops out, so moving the core charge to another radius inside the core leaves this factor unchanged.

I'd like the same for continuous densities. Let $\rho_1$ and $\rho_2$ be the all-electron and the pseudo radial density of the same valence orbital. Assume that they agree from the core radius $r_c$ to $R$, and let

$$F_k[\rho]=\int_0^R\!\!\int_0^R \rho(r)\rho(s)\,\frac{\min(r,s)^k}{\max(r,s)^{k+1}}\,ds\,dr .$$

I expect the error $F_k[\rho_1]-F_k[\rho_2]$ to be a core part plus a cross term that norm conservation removes for $k=0$. Can this be made rigorous and machine-checked?

## The cross term is a product of two moments

Yes. Assume $|\rho_i(r)|\le C_i r^2$, and define

$$M_k[\rho]=\int_0^{r_c} r^k\rho(r)\,dr,\qquad O_k[\rho]=\int_{r_c}^R \frac{\rho(s)}{s^{k+1}}\,ds .$$

Write $C$ for the constant of either density. The kernel is at most $1/r$, so the integrand of $F_k$ is bounded by $|C|r\cdot|C|s^2\le |C|^2R^3$, and the square $[0,R]^2$ may be cut at $r_c$. On each mixed rectangle the smaller radius lies in the core, the kernel factorises, and the integral is $M_kO_k$. Hence

$$F_k=F_k^{\rm core}+2M_kO_k+F_k^{\rm out}.$$

Both densities have the same $O_k$ and $F_k^{\rm out}$, so subtraction gives

$$F_k[\rho_1]-F_k[\rho_2]=\bigl(F_k^{\rm core}[\rho_1]-F_k^{\rm core}[\rho_2]\bigr)+2M_k[\rho_1-\rho_2]\,O_k[\rho_1].$$

$M_0$ is the core charge, which here means the orbital's charge inside $r_c$, not the charge of the core electrons. Norm conservation makes it equal for the two densities and so removes the last term for $k=0$; the core difference remains. If $O_k[\rho_1]\ne0$, the term vanishes exactly when the $k$-th core moments agree.

Equal charge does not suffice for $k=2$. Take $r_c=1$, $R=2$, $\rho_1=r^2$, and $\rho_2=r^2\bigl(1+(1-r)(r-\tfrac35)\bigr)$ below $r=1$. Both core charges are $1/3$, but $M_2$ is $1/5$ against $107/525$, and $O_2=\ln 2$. With both densities scaled to unit total charge, the cross term is $-3\ln 2/2800$.

## What the Lean statements say

`IsRadialDensity R ρ` means continuity on $[0,R]$ and the quadratic bound, both of which hold for a density $r^2|\psi(r)|^2$ with a continuous, bounded radial function $\psi$. `slaterIntegral k a b ρ` restricts both radii to $[a,b]$; `coreMoment` and `outerMoment` are $M_k$ and $O_k$. The Coulomb prefactor is one.

`slaterIntegral_error` is the error formula, `norm_conservation` its $k=0$ case, and `error_is_core_iff` the equivalence. All three allow signed densities. The first two also allow $r_c=R$, which the hypothesis $O_k[\rho_1]\ne0$ excludes in the third. Agreement outside the core (`heq`) stands for matching the pseudo-orbital to the all-electron one, and `hnorm` for norm conservation; both are assumed, and no Schrödinger equation appears.

In this model of two fixed radial densities on a finite interval, norm conservation protects the monopole core–outer interaction but not, in general, the higher ones.

```lean
import Mathlib

open MeasureTheory Set

namespace PseudopotentialSlaterTransfer

noncomputable section

/-- The radial Coulomb kernel of multipole order `k`: smaller radius to the power `k` over
larger radius to the power `k + 1`. -/
def slaterKernel (k : ℕ) (r s : ℝ) : ℝ := min r s ^ k / max r s ^ (k + 1)

/-- The Slater integral `F_k` of a radial density, with both radii in the shell `[a, b]`. -/
def slaterIntegral (k : ℕ) (a b : ℝ) (ρ : ℝ → ℝ) : ℝ :=
  ∫ r in a..b, ∫ s in a..b, ρ r * ρ s * slaterKernel k r s

/-- The order-`k` potential at radius `r` of the charge in the shell `[a, b]`. -/
def multipolePotential (k : ℕ) (a b : ℝ) (ρ : ℝ → ℝ) (r : ℝ) : ℝ :=
  ∫ s in a..b, ρ s * slaterKernel k r s

/-- The `k`-th radial moment of the density inside the core radius. -/
def coreMoment (k : ℕ) (rc : ℝ) (ρ : ℝ → ℝ) : ℝ := ∫ r in (0 : ℝ)..rc, r ^ k * ρ r

/-- The inverse moment of order `k + 1` of the density between the core radius and `R`. -/
def outerMoment (k : ℕ) (rc R : ℝ) (ρ : ℝ → ℝ) : ℝ := ∫ s in rc..R, ρ s / s ^ (k + 1)

/-- A radial density on `[0, R]`: continuous, and bounded by a multiple of `r ^ 2`. -/
def IsRadialDensity (R : ℝ) (ρ : ℝ → ℝ) : Prop :=
  ContinuousOn ρ (Icc 0 R) ∧ ∃ C : ℝ, ∀ r ∈ Icc 0 R, |ρ r| ≤ C * r ^ 2

variable {R rc : ℝ} {ρ ρ₁ ρ₂ : ℝ → ℝ}

/-- At a fixed positive radius, the integrand of the multipole potential is integrable. -/
theorem potential_integrable (k : ℕ) (h : IsRadialDensity R ρ) {a b r : ℝ} (hr : 0 < r)
    (ha : 0 ≤ a) (hab : a ≤ b) (hb : b ≤ R) :
    IntervalIntegrable (fun s => ρ s * slaterKernel k r s) volume a b := by
  have hK : Continuous (fun s => slaterKernel k r s) := by
    unfold slaterKernel
    exact Continuous.div (by fun_prop) (by fun_prop)
      (fun s => (pow_pos (lt_max_of_lt_left hr) _).ne')
  exact ContinuousOn.intervalIntegrable_of_Icc hab
    ((h.1.mono (Icc_subset_Icc ha hb)).mul hK.continuousOn)

/-- Inside the core, the outer charge contributes `r ^ k` times its inverse moment. -/
theorem potential_inside (k : ℕ) (h : IsRadialDensity R ρ) (hR : rc ≤ R) {r : ℝ}
    (hr : 0 < r) (hrc : r ≤ rc) :
    multipolePotential k 0 R ρ r
      = multipolePotential k 0 rc ρ r + r ^ k * outerMoment k rc R ρ := by
  have h0 : 0 ≤ rc := hr.le.trans hrc
  unfold multipolePotential outerMoment
  rw [← intervalIntegral.integral_add_adjacent_intervals
    (potential_integrable k h hr le_rfl h0 hR) (potential_integrable k h hr h0 hR le_rfl)]
  congr 1
  rw [← intervalIntegral.integral_const_mul]
  refine intervalIntegral.integral_congr fun s hs => ?_
  rw [uIcc_of_le hR] at hs
  have hrs : r ≤ s := hrc.trans hs.1
  simp only [slaterKernel, min_eq_left hrs, max_eq_right hrs]
  ring

/-- Outside the core, the core charge contributes its moment divided by `r ^ (k + 1)`. -/
theorem potential_outside (k : ℕ) (h : IsRadialDensity R ρ) (h0 : 0 < rc) (hR : rc ≤ R)
    {r : ℝ} (hr : rc ≤ r) :
    multipolePotential k 0 R ρ r
      = coreMoment k rc ρ / r ^ (k + 1) + multipolePotential k rc R ρ r := by
  have hr0 : 0 < r := h0.trans_le hr
  unfold multipolePotential coreMoment
  rw [← intervalIntegral.integral_add_adjacent_intervals
    (potential_integrable k h hr0 le_rfl h0.le hR)
    (potential_integrable k h hr0 h0.le hR le_rfl)]
  congr 1
  rw [← intervalIntegral.integral_div]
  refine intervalIntegral.integral_congr fun s hs => ?_
  rw [uIcc_of_le h0.le] at hs
  have hsr : s ≤ r := hs.2.trans hr
  simp only [slaterKernel, min_eq_right hsr, max_eq_left hsr]
  ring

/-- The density times its own multipole potential is integrable over every shell. -/
theorem energy_integrable (k : ℕ) (h : IsRadialDensity R ρ) {a b : ℝ}
    (ha : 0 ≤ a) (hab : a ≤ b) (hb : b ≤ R) :
    IntervalIntegrable (fun r => ρ r * multipolePotential k a b ρ r) volume a b := by
  obtain ⟨hc, C, hC⟩ := h
  have hsub : Ioc a b ⊆ Icc 0 R := fun x hx => ⟨ha.trans hx.1.le, hx.2.trans hb⟩
  have hm : AEStronglyMeasurable ρ (volume.restrict (Ioc a b)) :=
    (hc.mono hsub).aestronglyMeasurable measurableSet_Ioc
  have hK : Measurable (fun p : ℝ × ℝ => slaterKernel k p.1 p.2) :=
    ((measurable_fst.min measurable_snd).pow_const k).div
      ((measurable_fst.max measurable_snd).pow_const (k + 1))
  have hρ : ∀ x ∈ Ioc a b, |ρ x| ≤ |C| * x ^ 2 := fun x hx =>
    (hC x (hsub hx)).trans (mul_le_mul_of_nonneg_right (le_abs_self C) (sq_nonneg x))
  -- the quadratic bound tames the Coulomb singularity at the origin
  have hI : Integrable (fun p : ℝ × ℝ => ρ p.1 * (ρ p.2 * slaterKernel k p.1 p.2))
      ((volume.restrict (Ioc a b)).prod (volume.restrict (Ioc a b))) := by
    refine Integrable.of_bound (hm.comp_fst.mul (hm.comp_snd.mul hK.aestronglyMeasurable))
      (|C| * R * (|C| * R ^ 2)) ?_
    rw [Measure.prod_restrict]
    refine ae_restrict_of_forall_mem (measurableSet_Ioc.prod measurableSet_Ioc) ?_
    rintro ⟨r, s⟩ ⟨hr, hs⟩
    change r ∈ Ioc a b at hr
    change s ∈ Ioc a b at hs
    have hr0 : 0 < r := ha.trans_lt hr.1
    have hs0 : 0 < s := ha.trans_lt hs.1
    have hmax : 0 < max r s := lt_max_of_lt_left hr0
    have hmin : 0 ≤ min r s := le_min hr0.le hs0.le
    have K0 : 0 ≤ slaterKernel k r s := div_nonneg (pow_nonneg hmin _) (pow_nonneg hmax.le _)
    have K1 : slaterKernel k r s ≤ 1 / r := by
      unfold slaterKernel
      rw [div_le_div_iff₀ (pow_pos hmax _) hr0, one_mul, pow_succ]
      exact mul_le_mul (pow_le_pow_left₀ hmin min_le_max k) (le_max_left r s) hr0.le
        (pow_nonneg hmax.le k)
    have h1 : |ρ r| * slaterKernel k r s ≤ |C| * R := by
      calc |ρ r| * slaterKernel k r s ≤ (|C| * r ^ 2) * (1 / r) :=
            mul_le_mul (hρ r hr) K1 K0 (by positivity)
        _ = |C| * r := by field_simp
        _ ≤ |C| * R := mul_le_mul_of_nonneg_left (hr.2.trans hb) (abs_nonneg C)
    have h2 : |ρ s| ≤ |C| * R ^ 2 := (hρ s hs).trans
      (mul_le_mul_of_nonneg_left (pow_le_pow_left₀ hs0.le (hs.2.trans hb) 2) (abs_nonneg C))
    change ‖ρ r * (ρ s * slaterKernel k r s)‖ ≤ _
    rw [Real.norm_eq_abs, abs_mul, abs_mul, abs_of_nonneg K0]
    calc |ρ r| * (|ρ s| * slaterKernel k r s) = |ρ r| * slaterKernel k r s * |ρ s| := by ring
      _ ≤ _ := mul_le_mul h1 h2 (abs_nonneg _) ((mul_nonneg (abs_nonneg _) K0).trans h1)
  rw [intervalIntegrable_iff_integrableOn_Ioc_of_le hab]
  refine hI.integral_prod_left.congr (Filter.Eventually.of_forall fun r => ?_)
  change ∫ s in Ioc a b, ρ r * (ρ s * slaterKernel k r s)
    = ρ r * ∫ s in a..b, ρ s * slaterKernel k r s
  rw [intervalIntegral.integral_of_le hab, MeasureTheory.integral_const_mul]

/-- A Slater integral is its core part, plus twice the product of core and outer moments,
plus its outer part. -/
theorem slaterIntegral_split (k : ℕ) (h : IsRadialDensity R ρ) (h0 : 0 < rc) (hR : rc ≤ R) :
    slaterIntegral k 0 R ρ = slaterIntegral k 0 rc ρ
      + 2 * coreMoment k rc ρ * outerMoment k rc R ρ + slaterIntegral k rc R ρ := by
  have hF : ∀ a b : ℝ, slaterIntegral k a b ρ
      = ∫ r in a..b, ρ r * multipolePotential k a b ρ r := fun a b => by
    simp only [slaterIntegral, multipolePotential, mul_assoc,
      intervalIntegral.integral_const_mul]
  have hA := energy_integrable k h le_rfl (h0.le.trans hR) le_rfl
  have hA1 := hA.mono_set (c := 0) (d := rc) (by
    rw [uIcc_of_le h0.le, uIcc_of_le (h0.le.trans hR)]; exact Icc_subset_Icc le_rfl hR)
  have hA2 := hA.mono_set (c := rc) (d := R) (by
    rw [uIcc_of_le hR, uIcc_of_le (h0.le.trans hR)]; exact Icc_subset_Icc h0.le le_rfl)
  have i1 : IntervalIntegrable (fun r => r ^ k * ρ r) volume 0 rc :=
    ContinuousOn.intervalIntegrable_of_Icc h0.le
      ((continuous_pow k).continuousOn.mul (h.1.mono (Icc_subset_Icc le_rfl hR)))
  have i2 : IntervalIntegrable (fun r => ρ r / r ^ (k + 1)) volume rc R :=
    ContinuousOn.intervalIntegrable_of_Icc hR
      ((h.1.mono (Icc_subset_Icc h0.le le_rfl)).div (continuous_pow (k + 1)).continuousOn
        (fun r hr => (pow_pos (h0.trans_le hr.1) _).ne'))
  -- first radius in the core
  have e1 : ∫ r in (0 : ℝ)..rc, ρ r * multipolePotential k 0 R ρ r
      = (∫ r in (0 : ℝ)..rc, ρ r * multipolePotential k 0 rc ρ r)
        + coreMoment k rc ρ * outerMoment k rc R ρ := by
    unfold coreMoment
    rw [← intervalIntegral.integral_mul_const, ← intervalIntegral.integral_add
      (energy_integrable k h le_rfl h0.le hR) (i1.mul_const _)]
    refine intervalIntegral.integral_congr_ae (Filter.Eventually.of_forall fun r hr => ?_)
    rw [uIoc_of_le h0.le] at hr
    rw [potential_inside k h hR hr.1 hr.2]
    ring
  -- first radius outside the core
  have e2 : ∫ r in rc..R, ρ r * multipolePotential k 0 R ρ r
      = outerMoment k rc R ρ * coreMoment k rc ρ
        + ∫ r in rc..R, ρ r * multipolePotential k rc R ρ r := by
    unfold outerMoment
    rw [← intervalIntegral.integral_mul_const, ← intervalIntegral.integral_add
      (i2.mul_const _) (energy_integrable k h h0.le hR le_rfl)]
    refine intervalIntegral.integral_congr_ae (Filter.Eventually.of_forall fun r hr => ?_)
    rw [uIoc_of_le hR] at hr
    rw [potential_outside k h h0 hR hr.1.le]
    ring
  rw [hF 0 R, hF 0 rc, hF rc R,
    ← intervalIntegral.integral_add_adjacent_intervals hA1 hA2, e1, e2]
  ring

/-- The core moment of a density difference is the difference of the core moments. -/
theorem coreMoment_sub (k : ℕ) (h₁ : IsRadialDensity R ρ₁) (h₂ : IsRadialDensity R ρ₂)
    (h0 : 0 < rc) (hR : rc ≤ R) :
    coreMoment k rc (fun r => ρ₁ r - ρ₂ r) = coreMoment k rc ρ₁ - coreMoment k rc ρ₂ := by
  have hi : ∀ ρ : ℝ → ℝ, IsRadialDensity R ρ →
      IntervalIntegrable (fun r => r ^ k * ρ r) volume 0 rc := fun ρ h =>
    ContinuousOn.intervalIntegrable_of_Icc h0.le
      ((continuous_pow k).continuousOn.mul (h.1.mono (Icc_subset_Icc le_rfl hR)))
  simp only [coreMoment, mul_sub]
  exact intervalIntegral.integral_sub (hi ρ₁ h₁) (hi ρ₂ h₂)

/-- For two densities that agree beyond the core radius, the error in `F_k` is the error of the
core part plus twice the core-moment error times the common outer moment. -/
theorem slaterIntegral_error (k : ℕ) (h₁ : IsRadialDensity R ρ₁) (h₂ : IsRadialDensity R ρ₂)
    (h0 : 0 < rc) (hR : rc ≤ R) (heq : ∀ r ∈ Icc rc R, ρ₁ r = ρ₂ r) :
    slaterIntegral k 0 R ρ₁ - slaterIntegral k 0 R ρ₂
      = (slaterIntegral k 0 rc ρ₁ - slaterIntegral k 0 rc ρ₂)
        + 2 * coreMoment k rc (fun r => ρ₁ r - ρ₂ r) * outerMoment k rc R ρ₁ := by
  have hO : outerMoment k rc R ρ₁ = outerMoment k rc R ρ₂ := by
    refine intervalIntegral.integral_congr fun s hs => ?_
    rw [uIcc_of_le hR] at hs
    simp only [heq s hs]
  have hF : slaterIntegral k rc R ρ₁ = slaterIntegral k rc R ρ₂ := by
    refine intervalIntegral.integral_congr fun r hr => ?_
    refine intervalIntegral.integral_congr fun s hs => ?_
    rw [uIcc_of_le hR] at hr hs
    simp only [heq r hr, heq s hs]
  rw [slaterIntegral_split k h₁ h0 hR, slaterIntegral_split k h₂ h0 hR,
    coreMoment_sub k h₁ h₂ h0 hR, hF, hO]
  ring

/-- For two densities that agree beyond the core radius and hold equal charge in the core, the error
in `F_0` is the error of its core part alone. -/
theorem norm_conservation (h₁ : IsRadialDensity R ρ₁) (h₂ : IsRadialDensity R ρ₂)
    (h0 : 0 < rc) (hR : rc ≤ R) (heq : ∀ r ∈ Icc rc R, ρ₁ r = ρ₂ r)
    (hnorm : ∫ r in (0 : ℝ)..rc, ρ₁ r = ∫ r in (0 : ℝ)..rc, ρ₂ r) :
    slaterIntegral 0 0 R ρ₁ - slaterIntegral 0 0 R ρ₂
      = slaterIntegral 0 0 rc ρ₁ - slaterIntegral 0 0 rc ρ₂ := by
  have hM : coreMoment 0 rc ρ₁ = coreMoment 0 rc ρ₂ := by
    simpa only [coreMoment, pow_zero, one_mul] using hnorm
  rw [slaterIntegral_error 0 h₁ h₂ h0 hR heq, coreMoment_sub 0 h₁ h₂ h0 hR, hM]
  ring

/-- For two densities that agree beyond the core radius, where their common outer moment is nonzero,
the error in `F_k` reduces to that of its core part exactly when the `k`-th core moments agree. -/
theorem error_is_core_iff (k : ℕ) (h₁ : IsRadialDensity R ρ₁) (h₂ : IsRadialDensity R ρ₂)
    (h0 : 0 < rc) (hR : rc ≤ R) (heq : ∀ r ∈ Icc rc R, ρ₁ r = ρ₂ r)
    (hO : outerMoment k rc R ρ₁ ≠ 0) :
    slaterIntegral k 0 R ρ₁ - slaterIntegral k 0 R ρ₂
      = slaterIntegral k 0 rc ρ₁ - slaterIntegral k 0 rc ρ₂
    ↔ coreMoment k rc ρ₁ = coreMoment k rc ρ₂ := by
  rw [slaterIntegral_error k h₁ h₂ h0 hR heq, coreMoment_sub k h₁ h₂ h0 hR]
  constructor
  · intro h
    have hz : (coreMoment k rc ρ₁ - coreMoment k rc ρ₂) * outerMoment k rc R ρ₁ = 0 := by
      linarith
    exact sub_eq_zero.mp ((mul_eq_zero.mp hz).resolve_right hO)
  · intro h
    rw [h]
    ring

/-- The model reference density `r ^ 2`. -/
def refDensity (r : ℝ) : ℝ := r ^ 2

/-- A model pseudo-density, which modifies the reference density only below radius one. -/
def pseudoDensity (r : ℝ) : ℝ := r ^ 2 * (1 + max (1 - r) 0 * (r - 3 / 5))

/-- The model pair agrees on `[1, 2]` and has equal core charge, yet its error in `F_2` differs
from the error of the core part. -/
theorem norm_conservation_witness :
    IsRadialDensity 2 refDensity ∧ IsRadialDensity 2 pseudoDensity ∧
    (∀ r ∈ Icc (1 : ℝ) 2, refDensity r = pseudoDensity r) ∧
    (∫ r in (0 : ℝ)..1, refDensity r = ∫ r in (0 : ℝ)..1, pseudoDensity r) ∧
    slaterIntegral 2 0 2 refDensity - slaterIntegral 2 0 2 pseudoDensity
      ≠ slaterIntegral 2 0 1 refDensity - slaterIntegral 2 0 1 pseudoDensity := by
  have h₁ : IsRadialDensity 2 refDensity := by
    refine ⟨(continuous_pow 2).continuousOn, 1, fun r _ => ?_⟩
    rw [refDensity, abs_of_nonneg (sq_nonneg r), one_mul]
  have h₂ : IsRadialDensity 2 pseudoDensity := by
    refine ⟨Continuous.continuousOn (by unfold pseudoDensity; fun_prop), 3, fun r hr => ?_⟩
    have m0 : 0 ≤ max (1 - r) 0 := le_max_right _ _
    have m1 : max (1 - r) 0 ≤ 1 := max_le (by linarith [hr.1]) zero_le_one
    have hb : |1 + max (1 - r) 0 * (r - 3 / 5)| ≤ 3 := by
      rw [abs_le]
      constructor <;>
        nlinarith [mul_nonneg m0 hr.1, mul_nonneg m0 (sub_nonneg.mpr hr.2)]
    rw [pseudoDensity, abs_mul, abs_of_nonneg (sq_nonneg r), mul_comm]
    exact mul_le_mul_of_nonneg_right hb (sq_nonneg r)
  have heq : ∀ r ∈ Icc (1 : ℝ) 2, refDensity r = pseudoDensity r := fun r hr => by
    rw [refDensity, pseudoDensity, max_eq_right (by linarith [hr.1])]
    ring
  -- all core moments in closed form
  have hM₁ : ∀ k : ℕ, coreMoment k 1 refDensity = 1 / ((k : ℝ) + 3) := fun k => by
    simp only [coreMoment, refDensity, ← pow_add]
    rw [integral_pow]
    simp only [pow_succ, mul_zero, one_pow, mul_one, sub_zero]
    push_cast
    ring
  have hM₂ : ∀ k : ℕ, coreMoment k 1 pseudoDensity
      = 2 / 5 * (1 / ((k : ℝ) + 3)) + 8 / 5 * (1 / ((k : ℝ) + 4)) - 1 / ((k : ℝ) + 5) :=
    fun k => by
    have hp : coreMoment k 1 pseudoDensity = ∫ r in (0 : ℝ)..1,
        (2 / 5 * r ^ (k + 2) + 8 / 5 * r ^ (k + 3) - r ^ (k + 4)) := by
      refine intervalIntegral.integral_congr fun r hr => ?_
      rw [uIcc_of_le zero_le_one] at hr
      simp only [pseudoDensity, max_eq_left (sub_nonneg.mpr hr.2)]
      ring
    rw [hp, intervalIntegral.integral_sub
      (Continuous.intervalIntegrable (by fun_prop) _ _)
      (Continuous.intervalIntegrable (by fun_prop) _ _),
      intervalIntegral.integral_add
      (Continuous.intervalIntegrable (by fun_prop) _ _)
      (Continuous.intervalIntegrable (by fun_prop) _ _),
      intervalIntegral.integral_const_mul, intervalIntegral.integral_const_mul,
      integral_pow, integral_pow, integral_pow]
    simp only [pow_succ, mul_zero, one_pow, mul_one, sub_zero]
    push_cast
    ring
  have hO : outerMoment 2 1 2 refDensity ≠ 0 := by
    have hl : outerMoment 2 1 2 refDensity = ∫ s in (1 : ℝ)..2, s⁻¹ := by
      refine intervalIntegral.integral_congr fun s hs => ?_
      rw [uIcc_of_le one_le_two] at hs
      have hs0 : s ≠ 0 := (zero_lt_one.trans_le hs.1).ne'
      simp only [refDensity]
      field_simp
    rw [hl, integral_inv_of_pos one_pos two_pos]
    exact (Real.log_pos (by norm_num)).ne'
  refine ⟨h₁, h₂, heq, ?_, ?_⟩
  · have h : coreMoment 0 1 refDensity = coreMoment 0 1 pseudoDensity := by
      rw [hM₁, hM₂]
      norm_num
    simpa only [coreMoment, pow_zero, one_mul] using h
  · rw [Ne, error_is_core_iff 2 h₁ h₂ one_pos one_le_two heq hO, hM₁, hM₂]
    norm_num

end

end PseudopotentialSlaterTransfer
```

```lean
#print axioms PseudopotentialSlaterTransfer.norm_conservation
#print axioms PseudopotentialSlaterTransfer.error_is_core_iff
```

```
'PseudopotentialSlaterTransfer.norm_conservation' depends on axioms: [propext, Classical.choice, Quot.sound]
'PseudopotentialSlaterTransfer.error_is_core_iff' depends on axioms: [propext, Classical.choice, Quot.sound]
```

## How the proof follows the cut at the core radius

The proof cuts one radius at a time. `potential_integrable` permits splitting the inner integral at fixed $r>0$. `potential_inside` and `potential_outside` then resolve the minimum and maximum and pull out $r^kO_k$ or $M_k/r^{k+1}$.

`energy_integrable` turns the quadratic bound into integrability on the square, then passes to the outer integral by Fubini. In `slaterIntegral_split`, `e1` and `e2` each produce one copy of $M_kO_k$. `slaterIntegral_error` subtracts, using `coreMoment_sub` for linearity. `norm_conservation_witness` computes the core moments of the example and applies the equivalence.

The same factorisation gives a neighbouring result: at $r\in[r_c,R]$ the order-$k$ potentials of the two densities differ by $M_k[\rho_1-\rho_2]/r^{k+1}$, so equal core charge gives equal monopole potentials there.

The model could also start from real radial orbitals $u_i$ with $\rho_i=u_i^2$. That would exclude signed densities, and $O_k\ne0$ would follow whenever $r_c<R$ and the continuous orbital is not identically zero on $[r_c,R]$.
